# Fresnel coefficients between isotropic, lossless, non-magnetic media of different index: R + T = 1, and only p polarisation has a Brewster angle

**Question.** When light is obliquely incident on a flat interface between two transparent, isotropic, non-magnetic media of different refractive index and a refracted ray exists, the reflected and transmitted fractions of the power add up to one in both polarisations. The s-polarised reflection never vanishes, while the p-polarised reflection vanishes exactly when the tangent of the angle of incidence equals $n_2/n_1$. I know the usual derivation, but I would like to see the claim made rigorous and machine-checked, with every assumption visible. How does that look in Lean 4 with Mathlib?

**Answer.** Let $n_1, n_2 > 0$ be different indices, and let $a, b \in (0, \pi/2)$ be the angles of incidence and refraction, measured from the normal, with $n_1 \sin a = n_2 \sin b$. Write $r_s, r_p$ for the Fresnel reflection amplitudes, and $R$ and $T$ for the reflected and transmitted fractions of the incident power. Then $R + T = 1$ in each polarisation, $r_s \neq 0$, and $r_p = 0$ if and only if $\tan a = n_2/n_1$. The theorem `fresnel_relations` below proves all four statements together.

### From field continuity to the energy balance

Take an incident wave with electric amplitude 1, and let $r$ and $t$ be the reflected and transmitted electric amplitudes. In a non-magnetic medium the magnetic amplitude is proportional to the index times the electric one.

In s polarisation the electric field is perpendicular to the plane of incidence. Continuity of the tangential electric and magnetic fields reads

$$1 + r = t, \qquad n_1 \cos a\,(1 - r) = n_2 \cos b\; t.$$

Inserting the first equation into the second and solving for $r$ gives

$$r_s = \frac{n_1 \cos a - n_2 \cos b}{n_1 \cos a + n_2 \cos b}, \qquad t_s = 1 + r_s = \frac{2 n_1 \cos a}{n_1 \cos a + n_2 \cos b}.$$

In p polarisation the electric field lies in the plane of incidence, and the conditions are

$$\cos a\,(1 - r) = \cos b\; t, \qquad n_1 (1 + r) = n_2 t.$$

The second gives $t = n_1(1+r)/n_2$. Then $n_2 \cos a\,(1-r) = n_1 \cos b\,(1+r)$, so that

$$r_p = \frac{n_2 \cos a - n_1 \cos b}{n_2 \cos a + n_1 \cos b}, \qquad t_p = \frac{2 n_1 \cos a}{n_2 \cos a + n_1 \cos b}.$$

The power crossing a unit area of the interface is proportional to $n \cos\theta$ times the squared amplitude, where $\theta$ is the ray's angle to the normal. Hence

$$R = r^2, \qquad T = \frac{n_2 \cos b}{n_1 \cos a}\, t^2.$$

In either polarisation, multiplying the two continuity conditions gives $n_1 \cos a\,(1 - r^2) = n_2 \cos b\; t^2$. Division by $n_1 \cos a$ turns this into $1 - R = T$. Snell's law has not been used.

### Snell's law and the zeros of reflection

By Snell's law, $n_1 = k \sin b$ and $n_2 = k \sin a$ with a common factor $k > 0$, which cancels in the quotients:

$$r_s = \frac{\sin b \cos a - \sin a \cos b}{\sin b \cos a + \sin a \cos b} = \frac{\sin(b-a)}{\sin(a+b)},$$

$$r_p = \frac{\sin a \cos a - \sin b \cos b}{\sin a \cos a + \sin b \cos b} = \frac{\sin(a-b)\cos(a+b)}{\sin(a+b)\cos(a-b)}.$$

The last expression is the familiar $\tan(a-b)/\tan(a+b)$, written so that it stays regular at $a + b = \pi/2$, where $\tan(a+b)$ diverges.

If $a = b$, Snell's law would give $n_1 = n_2$, so different indices force $a \neq b$. Since $0 < a + b < \pi$ and $|a - b| < \pi/2$, both denominators are positive and $\sin(a-b) \neq 0$. Therefore $r_s \neq 0$, and $r_p = 0$ exactly when $\cos(a+b) = 0$, that is, when $a + b = \pi/2$. The reflected and refracted rays are then perpendicular.

If $a + b = \pi/2$, then $\sin b = \cos a$, and Snell's law becomes $n_1 \sin a = n_2 \cos a$, so $\tan a = n_2/n_1$. Conversely, $\tan a = n_2/n_1$ means $n_1 \sin a = n_2 \cos a$. Comparison with Snell's law gives $\sin b = \cos a = \sin(\pi/2 - a)$, and since the sine is injective on the acute angles, $b = \pi/2 - a$.

### The Lean file

```lean
import Mathlib

open Real

namespace FresnelRelations

noncomputable section

/-- A ray meets a plane interface at angle `a` in a medium of index `n₁` and is refracted
to angle `b` in a medium of index `n₂`, at oblique incidence and according to Snell's law. -/
structure Refraction (n₁ n₂ a b : ℝ) : Prop where
  n₁_pos : 0 < n₁
  n₂_pos : 0 < n₂
  a_mem : a ∈ Set.Ioo 0 (π / 2)
  b_mem : b ∈ Set.Ioo 0 (π / 2)
  snell : n₁ * sin a = n₂ * sin b

/-- Reflection amplitude for s polarisation, for `n₁ cos a + n₂ cos b ≠ 0`. -/
def rs (n₁ n₂ a b : ℝ) : ℝ :=
  (n₁ * cos a - n₂ * cos b) / (n₁ * cos a + n₂ * cos b)

/-- Transmission amplitude for s polarisation, for `n₁ cos a + n₂ cos b ≠ 0`. -/
def ts (n₁ n₂ a b : ℝ) : ℝ :=
  2 * (n₁ * cos a) / (n₁ * cos a + n₂ * cos b)

/-- Reflection amplitude for p polarisation, for `n₂ cos a + n₁ cos b ≠ 0`. -/
def rp (n₁ n₂ a b : ℝ) : ℝ :=
  (n₂ * cos a - n₁ * cos b) / (n₂ * cos a + n₁ * cos b)

/-- Transmission amplitude for p polarisation, for `n₂ cos a + n₁ cos b ≠ 0`. -/
def tp (n₁ n₂ a b : ℝ) : ℝ :=
  2 * (n₁ * cos a) / (n₂ * cos a + n₁ * cos b)

/-- Reflected fraction of the incident power for reflection amplitude `r`. -/
def reflectance (r : ℝ) : ℝ := r ^ 2

/-- Transmitted fraction of the incident power through the interface for transmission
amplitude `t`, for `n₁ cos a ≠ 0`. -/
def transmittance (n₁ n₂ a b t : ℝ) : ℝ :=
  n₂ * cos b / (n₁ * cos a) * t ^ 2

variable {n₁ n₂ a b : ℝ}

/-- The sines and cosines of both ray angles are positive. -/
theorem Refraction.trig_pos (h : Refraction n₁ n₂ a b) :
    0 < sin a ∧ 0 < cos a ∧ 0 < sin b ∧ 0 < cos b := by
  obtain ⟨ha0, ha1⟩ := h.a_mem
  obtain ⟨hb0, hb1⟩ := h.b_mem
  exact ⟨sin_pos_of_pos_of_lt_pi ha0 (by linarith), cos_pos_of_mem_Ioo ⟨by linarith, ha1⟩,
    sin_pos_of_pos_of_lt_pi hb0 (by linarith), cos_pos_of_mem_Ioo ⟨by linarith, hb1⟩⟩

/-- In s polarisation the tangential electric and magnetic fields are continuous across the
interface exactly when the amplitudes are the Fresnel coefficients. -/
theorem s_boundary_iff (hn₁ : 0 < n₁) (hn₂ : 0 < n₂) (ha : 0 < cos a) (hb : 0 < cos b)
    (r t : ℝ) :
    (1 + r = t ∧ n₁ * cos a * (1 - r) = n₂ * cos b * t) ↔
      (r = rs n₁ n₂ a b ∧ t = ts n₁ n₂ a b) := by
  have hD : n₁ * cos a + n₂ * cos b ≠ 0 := by positivity
  rw [rs, ts, eq_div_iff hD, eq_div_iff hD]
  constructor
  · rintro ⟨h1, h2⟩
    exact ⟨by linear_combination n₂ * cos b * h1 - h2,
      by linear_combination -(n₁ * cos a) * h1 - h2⟩
  · rintro ⟨h1, h2⟩
    exact ⟨mul_right_cancel₀ hD (by linear_combination h1 - h2),
      mul_right_cancel₀ hD (by linear_combination -(n₁ * cos a) * h1 - n₂ * cos b * h2)⟩

/-- In p polarisation the tangential electric and magnetic fields are continuous across the
interface exactly when the amplitudes are the Fresnel coefficients. -/
theorem p_boundary_iff (hn₁ : 0 < n₁) (hn₂ : 0 < n₂) (ha : 0 < cos a) (hb : 0 < cos b)
    (r t : ℝ) :
    (cos a * (1 - r) = cos b * t ∧ n₁ * (1 + r) = n₂ * t) ↔
      (r = rp n₁ n₂ a b ∧ t = tp n₁ n₂ a b) := by
  have hD : n₂ * cos a + n₁ * cos b ≠ 0 := by positivity
  rw [rp, tp, eq_div_iff hD, eq_div_iff hD]
  constructor
  · rintro ⟨h1, h2⟩
    exact ⟨by linear_combination -n₂ * h1 + cos b * h2,
      by linear_combination -n₁ * h1 - cos a * h2⟩
  · rintro ⟨h1, h2⟩
    exact ⟨mul_right_cancel₀ hD (by linear_combination -cos a * h1 - cos b * h2),
      mul_right_cancel₀ hD (by linear_combination n₁ * h1 - n₂ * h2)⟩

/-- Reflected and transmitted power add up to the incident power in s polarisation. -/
theorem s_energy (hn₁ : 0 < n₁) (hn₂ : 0 < n₂) (ha : 0 < cos a) (hb : 0 < cos b) :
    reflectance (rs n₁ n₂ a b) + transmittance n₁ n₂ a b (ts n₁ n₂ a b) = 1 := by
  obtain ⟨h1, h2⟩ := (s_boundary_iff hn₁ hn₂ ha hb _ _).2 ⟨rfl, rfl⟩
  generalize rs n₁ n₂ a b = r at h1 h2 ⊢
  generalize ts n₁ n₂ a b = t at h1 h2 ⊢
  have hA : n₁ * cos a ≠ 0 := by positivity
  -- the product of the two continuity conditions is the energy balance
  have hT : n₂ * cos b / (n₁ * cos a) * t ^ 2 = 1 - r ^ 2 := by
    rw [div_mul_eq_mul_div, div_eq_iff hA]
    linear_combination -t * h2 - n₁ * cos a * (1 - r) * h1
  rw [reflectance, transmittance, hT]
  ring

/-- Reflected and transmitted power add up to the incident power in p polarisation. -/
theorem p_energy (hn₁ : 0 < n₁) (hn₂ : 0 < n₂) (ha : 0 < cos a) (hb : 0 < cos b) :
    reflectance (rp n₁ n₂ a b) + transmittance n₁ n₂ a b (tp n₁ n₂ a b) = 1 := by
  obtain ⟨h1, h2⟩ := (p_boundary_iff hn₁ hn₂ ha hb _ _).2 ⟨rfl, rfl⟩
  generalize rp n₁ n₂ a b = r at h1 h2 ⊢
  generalize tp n₁ n₂ a b = t at h1 h2 ⊢
  have hA : n₁ * cos a ≠ 0 := by positivity
  have hT : n₂ * cos b / (n₁ * cos a) * t ^ 2 = 1 - r ^ 2 := by
    rw [div_mul_eq_mul_div, div_eq_iff hA]
    linear_combination -(n₁ * (1 + r)) * h1 - cos b * t * h2
  rw [reflectance, transmittance, hT]
  ring

/-- Fresnel's sine law: the s reflection amplitude in terms of the two angles alone. -/
theorem rs_eq_sin (h : Refraction n₁ n₂ a b) :
    rs n₁ n₂ a b = sin (b - a) / sin (a + b) := by
  obtain ⟨hsa, hca, hsb, hcb⟩ := h.trig_pos
  have hn₁ := h.n₁_pos
  have hn₂ := h.n₂_pos
  have hD : n₁ * cos a + n₂ * cos b ≠ 0 := by positivity
  have hS : sin a * cos b + cos a * sin b ≠ 0 := by positivity
  rw [rs, sin_sub, sin_add, div_eq_div_iff hD hS]
  linear_combination 2 * cos a * cos b * h.snell

/-- Fresnel's tangent law, with the tangents written out as sines and cosines: the p
reflection amplitude in terms of the two angles alone. -/
theorem rp_eq_sin_cos (h : Refraction n₁ n₂ a b) :
    rp n₁ n₂ a b = sin (a - b) * cos (a + b) / (sin (a + b) * cos (a - b)) := by
  obtain ⟨hsa, hca, hsb, hcb⟩ := h.trig_pos
  have hn₁ := h.n₁_pos
  have hn₂ := h.n₂_pos
  have h1 : sin (a + b) * cos (a - b) = sin a * cos a + sin b * cos b := by
    rw [sin_add, cos_sub]
    linear_combination sin a * cos a * sin_sq_add_cos_sq b + sin b * cos b * sin_sq_add_cos_sq a
  have h2 : sin (a - b) * cos (a + b) = sin a * cos a - sin b * cos b := by
    rw [sin_sub, cos_add]
    linear_combination sin a * cos a * sin_sq_add_cos_sq b - sin b * cos b * sin_sq_add_cos_sq a
  have hD : n₂ * cos a + n₁ * cos b ≠ 0 := by positivity
  have hS : sin a * cos a + sin b * cos b ≠ 0 := by positivity
  rw [h1, h2, rp, div_eq_div_iff hD hS]
  linear_combination -2 * cos a * cos b * h.snell

/-- Between different media, p-polarised light is not reflected exactly when the two ray
angles add up to a right angle. -/
theorem rp_eq_zero_iff_add (h : Refraction n₁ n₂ a b) (hne : n₁ ≠ n₂) :
    rp n₁ n₂ a b = 0 ↔ a + b = π / 2 := by
  obtain ⟨ha0, ha1⟩ := h.a_mem
  obtain ⟨hb0, hb1⟩ := h.b_mem
  have hab : a ≠ b := by
    intro e
    have hs := h.snell
    rw [← e] at hs
    exact hne (mul_right_cancel₀ h.trig_pos.1.ne' hs)
  have hS : sin (a + b) ≠ 0 := (sin_pos_of_pos_of_lt_pi (by linarith) (by linarith)).ne'
  have hC : cos (a - b) ≠ 0 := (cos_pos_of_mem_Ioo ⟨by linarith, by linarith⟩).ne'
  have hd : sin (a - b) ≠ 0 := fun e => hab (sub_eq_zero.1
    ((sin_eq_zero_iff_of_lt_of_lt (by linarith) (by linarith)).1 e))
  rw [rp_eq_sin_cos h, div_eq_zero_iff, or_iff_left (mul_ne_zero hS hC), mul_eq_zero,
    or_iff_right hd, ← sin_pi_div_two_sub,
    sin_eq_zero_iff_of_lt_of_lt (by linarith) (by linarith)]
  constructor <;> intro e <;> linarith

/-- Fresnel relations between different media: power is conserved in both polarisations,
the s reflection never vanishes, and the p reflection vanishes exactly at Brewster's angle. -/
theorem fresnel_relations (h : Refraction n₁ n₂ a b) (hne : n₁ ≠ n₂) :
    reflectance (rs n₁ n₂ a b) + transmittance n₁ n₂ a b (ts n₁ n₂ a b) = 1 ∧
    reflectance (rp n₁ n₂ a b) + transmittance n₁ n₂ a b (tp n₁ n₂ a b) = 1 ∧
    rs n₁ n₂ a b ≠ 0 ∧
    (rp n₁ n₂ a b = 0 ↔ tan a = n₂ / n₁) := by
  obtain ⟨hsa, hca, hsb, hcb⟩ := h.trig_pos
  obtain ⟨ha0, ha1⟩ := h.a_mem
  obtain ⟨hb0, hb1⟩ := h.b_mem
  refine ⟨s_energy h.n₁_pos h.n₂_pos hca hcb, p_energy h.n₁_pos h.n₂_pos hca hcb, ?_, ?_⟩
  · -- a vanishing s amplitude would force equal angles, hence equal indices
    have hS : sin (a + b) ≠ 0 := (sin_pos_of_pos_of_lt_pi (by linarith) (by linarith)).ne'
    rw [rs_eq_sin h]
    refine div_ne_zero (fun e => ?_) hS
    have e' := (sin_eq_zero_iff_of_lt_of_lt (by linarith) (by linarith)).1 e
    have hs := h.snell
    rw [sub_eq_zero.1 e'] at hs
    exact hne (mul_right_cancel₀ hsa.ne' hs)
  · rw [rp_eq_zero_iff_add h hne, tan_eq_sin_div_cos, div_eq_div_iff hca.ne' h.n₁_pos.ne']
    constructor
    · intro e
      have hb : sin b = cos a := by
        rw [← sin_pi_div_two_sub]
        congr 1
        linarith
      linear_combination h.snell + n₂ * hb
    · intro e
      -- Snell's law turns the Brewster condition into sin b = cos a
      have hb : sin b = sin (π / 2 - a) := by
        rw [sin_pi_div_two_sub]
        exact mul_left_cancel₀ h.n₂_pos.ne' (by linear_combination e - h.snell)
      have e' := injOn_sin ⟨by linarith, by linarith⟩ ⟨by linarith, by linarith⟩ hb
      linarith

/-- For any positive indices, incidence at `arctan (n₂ / n₁)` with refraction at the
complementary angle obeys Snell's law and has no p reflection. -/
theorem brewster_witness (hn₁ : 0 < n₁) (hn₂ : 0 < n₂) :
    Refraction n₁ n₂ (arctan (n₂ / n₁)) (π / 2 - arctan (n₂ / n₁)) ∧
      rp n₁ n₂ (arctan (n₂ / n₁)) (π / 2 - arctan (n₂ / n₁)) = 0 := by
  have h0 : 0 < arctan (n₂ / n₁) := arctan_pos.2 (div_pos hn₂ hn₁)
  have h1 := arctan_lt_pi_div_two (n₂ / n₁)
  have ht := tan_arctan (n₂ / n₁)
  rw [tan_eq_sin_div_cos, div_eq_div_iff (cos_arctan_pos _).ne' hn₁.ne'] at ht
  have h : Refraction n₁ n₂ (arctan (n₂ / n₁)) (π / 2 - arctan (n₂ / n₁)) :=
    ⟨hn₁, hn₂, ⟨h0, h1⟩, ⟨by linarith, by linarith⟩, by
      rw [sin_pi_div_two_sub]
      linear_combination ht⟩
  refine ⟨h, ?_⟩
  rw [rp_eq_sin_cos h, add_sub_cancel, cos_pi_div_two, mul_zero, zero_div]

end

end FresnelRelations
```

```lean
#print axioms FresnelRelations.fresnel_relations
-- 'FresnelRelations.fresnel_relations' depends on axioms: [propext, Classical.choice, Quot.sound]
```

### How the Lean statements describe the interface

`Refraction n₁ n₂ a b` is the proposition that two real indices and two real angles describe an oblique refraction: both indices are positive, both angles lie in the open interval from 0 to `π / 2`, and Snell's law holds. The condition `hne : n₁ ≠ n₂` is a separate hypothesis of the main theorem.

The functions `rs`, `ts`, `rp` and `tp` are the four amplitude quotients above. The transmission amplitudes are ratios of electric fields. The sign of `rp` follows the convention in which $r_p > 0$ leaves the tangential magnetic field unreversed on reflection. `reflectance` and `transmittance` are defined as $r^2$ and as $t^2$ times the flux ratio.

The theorems `s_boundary_iff` and `p_boundary_iff` say that a pair `r`, `t` solves the two continuity equations exactly when it is the Fresnel pair. The equations themselves are the physical input, as are Snell's law and the flux formula; none of them is derived from Maxwell's equations here.

Real indices exclude absorption, and a real angle `b` strictly below `π / 2` excludes total internal reflection. The model has one sharp, flat interface between isotropic media. Within those limits the relations provide exact reference values for a Maxwell solver, and an index obtained from a computed electronic dielectric function can be inserted at frequencies where that function is positive, absorption is negligible and lattice vibrations do not contribute appreciably to the response.

`brewster_witness` shows that the Brewster condition can always be met: for any positive indices, incidence at `arctan (n₂ / n₁)` with refraction at the complementary angle satisfies `Refraction` and has `rp` equal to zero.

### How the proof follows the derivation

`Refraction.trig_pos` supplies the positive sines and cosines that make the denominators nonzero. In the two boundary theorems, `eq_div_iff` clears the denominators, and `linear_combination` then names the multiples of the known equations that add up to the desired one. For the converse direction, `mul_right_cancel₀` cancels the common denominator.

`s_energy` and `p_energy` first obtain the continuity conditions for the Fresnel pair. The `generalize` steps then replace the explicit quotients by plain letters `r` and `t`, so that those conditions are all that is used about `r` and `t`. The following `linear_combination` is the multiplication of the two conditions.

`rs_eq_sin` and `rp_eq_sin_cos` expand the trigonometric functions and cross-multiply. They use Snell's law directly, with coefficient $\pm 2\cos a \cos b$, instead of introducing $k$. In the p case, `h1` and `h2` are the two product identities for the denominator and the numerator.

`rp_eq_zero_iff_add` rules out $a = b$, removes the nonzero factors and rewrites $\cos(a+b)$ as $\sin(\pi/2 - (a+b))$. This argument lies between $-\pi$ and $\pi$, where the sine vanishes only at zero.

`fresnel_relations` assembles the parts. For $r_s$, a zero would give equal angles and hence equal indices. For $r_p$, it converts $a + b = \pi/2$ into the tangent condition, with `injOn_sin` providing the injectivity needed on the way back. `brewster_witness` gets Snell's law from `tan_arctan` and the zero from $\cos(\pi/2) = 0$.

### Equal indices and normal incidence

The condition $n_1 \neq n_2$ matters for both statements about zeros. Take $n_1 = n_2 = 1$ and $a = b = \pi/6$. Snell's law holds, but there is no optical interface, and $r_s = r_p = 0$. So $r_s$ does vanish, and $r_p$ vanishes although $\tan a = 1/\sqrt{3}$ differs from $n_2/n_1 = 1$. The energy balance survives, with $R = 0$ and $T = 1$.

Normal incidence, $a = b = 0$, is the limiting case. `Refraction` excludes it, and the sine formula for $r_s$ would read $0/0$ there, but `s_energy` and `p_energy` still apply because they require only positive indices and cosines. For $n_1 = 1$ and $n_2 = 3/2$ the original quotients give $r_s = -1/5$ and $r_p = 1/5$. The opposite signs reflect the convention for p polarisation, since the two polarisations are physically equivalent at normal incidence. Both have $t = 4/5$, hence $R = 1/25$ and $T = \tfrac{3}{2} \cdot \tfrac{16}{25} = 24/25$.
